# Only runs of consecutive sites can have nonzero increments when a chain energy is additive over runs

An incremental expansion for $N$ sites has $2^N-1$ nonempty subfragments. Increments known in advance to vanish can be left out without any error. For an energy that is additive over maximal runs, with a run energy $e(n)$ that depends only on the length $n$ and has $e(0)=0$, at most the $N(N+1)/2$ runs contribute.

In Lean 4 with Mathlib:

```lean
import Mathlib

open Finset

namespace ChainIncrements
```

## Fragments, energies and increments

Sites are integers and a fragment is a finite set $S$ of them, a `Finset ℤ`. The run of $n$ sites starting at $c$ is $\{c,\dots,c+n-1\}$; for $n=0$ it is empty.

```lean
/-- The run of `n` consecutive sites of the chain that starts at site `c`. -/
noncomputable def run (c : ℤ) (n : ℕ) : Finset ℤ := Icc c (c + n - 1)
```

An interval $[a,b]\subseteq S$ with $a\le b$ is a maximal run if $a-1\notin S$ and $b+1\notin S$.

```lean
/-- `a ≤ b`, the sites from `a` to `b` all lie in `S`, and `a - 1` and `b + 1` do not. -/
abbrev IsMaximalRun (S : Finset ℤ) (a b : ℤ) : Prop :=
  a ≤ b ∧ Icc a b ⊆ S ∧ a - 1 ∉ S ∧ b + 1 ∉ S
```

The energy $E(S)$ is the sum of $e(b-a+1)$ over the maximal runs $[a,b]$ of $S$. One missing site therefore separates two runs completely. This additivity is assumed, not derived from a Hamiltonian. The function `e` is otherwise an arbitrary real sequence.

```lean
/-- The energy of a fragment `S`: the sum of `e (length)` over its maximal runs. -/
noncomputable def energy (e : ℕ → ℝ) (S : Finset ℤ) : ℝ :=
  ∑ p ∈ S ×ˢ S, if IsMaximalRun S p.1 p.2 then e (Icc p.1 p.2).card else 0
```

For any fragment energy $F$, the increment is
$$\Delta F(S)=\sum_{T\subseteq S}(-1)^{|S|+|T|}F(T).$$

```lean
/-- The increment of `S`: the alternating sum of the energies `F T` of all subfragments `T`. -/
noncomputable def increment (F : Finset ℤ → ℝ) (S : Finset ℤ) : ℝ :=
  ∑ T ∈ S.powerset, (-1 : ℝ) ^ (S.card + T.card) * F T
```

## Inverting the sum over subfragments

Write $[P]$ for 1 if $P$ holds and 0 otherwise. Then
$$\sum_{T\subseteq S}(-1)^{|S|+|T|}[R\subseteq T]=[R=S].$$
If $R\not\subseteq S$, every term is zero; if $R=S$, only $T=S$ survives. Otherwise choose $x\in S\setminus R$: the terms for $T$ and $T\cup\{x\}$ cancel, which is the pairing made by `sum_powerset_insert`.

```lean
/-- The increment of the indicator "`R` is contained in the fragment" is one on `R` itself
and zero on every other fragment. -/
theorem alternating_sum (R S : Finset ℤ) :
    ∑ T ∈ S.powerset, (-1 : ℝ) ^ (S.card + T.card) * (if R ⊆ T then 1 else 0)
      = if R = S then 1 else 0 := by
  by_cases hRS : R ⊆ S
  · by_cases h : R = S
    · subst h
      rw [if_pos rfl, Finset.sum_eq_single R]
      · rw [if_pos (Finset.Subset.refl R), mul_one]
        exact Even.neg_one_pow ⟨_, rfl⟩
      · intro T hT hne
        rw [if_neg (fun h => hne (Finset.Subset.antisymm (mem_powerset.1 hT) h)), mul_zero]
      · intro h
        exact absurd (mem_powerset_self R) h
    · -- a site of `S` outside `R` pairs the subfragments with opposite signs
      obtain ⟨x, hxS, hxR⟩ :=
        Finset.not_subset.1 (fun hSR => h (Finset.Subset.antisymm hRS hSR))
      rw [if_neg h]
      obtain ⟨S', hx, rfl⟩ : ∃ S', x ∉ S' ∧ insert x S' = S :=
        ⟨S.erase x, notMem_erase x S, insert_erase hxS⟩
      rw [sum_powerset_insert hx, ← sum_add_distrib]
      apply sum_eq_zero
      intro T hT
      have hxT : x ∉ T := fun h' => hx (mem_powerset.1 hT h')
      have hi : R ⊆ insert x T ↔ R ⊆ T :=
        ⟨fun h' y hy => (mem_insert.1 (h' hy)).resolve_left (fun hyx => hxR (hyx ▸ hy)),
          fun h' => h'.trans (subset_insert x T)⟩
      by_cases hT' : R ⊆ T
      · rw [if_pos hT', if_pos (hi.2 hT'), card_insert_of_notMem hxT]
        ring
      · rw [if_neg hT', if_neg (fun h' => hT' (hi.1 h'))]
        ring
  · rw [if_neg (fun h => hRS h.subset)]
    apply sum_eq_zero
    intro T hT
    rw [if_neg (fun h => hRS (h.trans (mem_powerset.1 hT))), mul_zero]
```

Exchanging sums now gives the incremental expansion for any $F$:
$$\sum_{T\subseteq S}\Delta F(T)=\sum_{U\subseteq S}F(U)\,(-1)^{|S|+|U|}[U=S]=F(S).$$

```lean
/-- Incremental expansion: the increments of all subfragments add up to the energy. -/
theorem sum_increments (F : Finset ℤ → ℝ) (S : Finset ℤ) :
    ∑ T ∈ S.powerset, increment F T = F S := by
  have hs : (-1 : ℝ) ^ S.card * (-1) ^ S.card = 1 := by
    rw [← mul_pow]; norm_num
  have h1 : ∀ T ∈ S.powerset, increment F T = ∑ U ∈ S.powerset,
      (-1 : ℝ) ^ (S.card + U.card) * F U *
        ((-1 : ℝ) ^ (S.card + T.card) * (if U ⊆ T then 1 else 0)) := by
    intro T hT
    unfold increment
    refine Eq.trans (sum_congr rfl ?_)
      (sum_subset (powerset_mono.2 (mem_powerset.1 hT)) ?_)
    · intro U hU
      rw [if_pos (mem_powerset.1 hU)]
      simp only [pow_add]
      linear_combination (-((-1 : ℝ) ^ T.card * (-1) ^ U.card * F U)) * hs
    · intro U _ hU
      rw [if_neg (fun h => hU (mem_powerset.2 h))]
      ring
  rw [sum_congr rfl h1, sum_comm]
  simp only [← mul_sum, alternating_sum]
  rw [sum_eq_single S]
  · rw [if_pos rfl, pow_add]
    linear_combination F S * hs
  · intro U _ hU
    rw [if_neg hU, mul_zero]
  · intro h
    exact absurd (mem_powerset_self S) h
```

## From maximal runs to containment

For $a\le b$, the indicator of a maximal run is $[[a,b]\subseteq T]\,(1-[a-1\in T])(1-[b+1\in T])$. Expanding the product gives
$$[[a,b]\subseteq T]-[[a-1,b]\subseteq T]-[[a,b+1]\subseteq T]+[[a-1,b+1]\subseteq T].$$
The proof rewrites the extended containments as membership conditions and checks the eight cases.

```lean
/-- The indicator of a maximal run, written through containment of the run and of its
extensions by one site to the left, to the right and on both sides. -/
theorem maximal_indicator (T : Finset ℤ) {a b : ℤ} (hab : a ≤ b) :
    (if IsMaximalRun T a b then (1 : ℝ) else 0) =
      (if Icc a b ⊆ T then 1 else 0) - (if Icc (a - 1) b ⊆ T then 1 else 0)
      - (if Icc a (b + 1) ⊆ T then 1 else 0)
      + (if Icc (a - 1) (b + 1) ⊆ T then 1 else 0) := by
  have hl : ∀ y, a ≤ y → (Icc (a - 1) y ⊆ T ↔ Icc a y ⊆ T ∧ a - 1 ∈ T) := by
    intro y hy
    constructor
    · intro h
      exact ⟨(Icc_subset_Icc (by omega) le_rfl).trans h, h (mem_Icc.2 ⟨le_rfl, by omega⟩)⟩
    · rintro ⟨h, h'⟩ x hx
      rw [mem_Icc] at hx
      rcases eq_or_ne x (a - 1) with rfl | hne
      · exact h'
      · exact h (mem_Icc.2 ⟨by omega, hx.2⟩)
  have hr : Icc a (b + 1) ⊆ T ↔ Icc a b ⊆ T ∧ b + 1 ∈ T := by
    constructor
    · intro h
      exact ⟨(Icc_subset_Icc le_rfl (by omega)).trans h, h (mem_Icc.2 ⟨by omega, le_rfl⟩)⟩
    · rintro ⟨h, h'⟩ x hx
      rw [mem_Icc] at hx
      rcases eq_or_ne x (b + 1) with rfl | hne
      · exact h'
      · exact h (mem_Icc.2 ⟨hx.1, by omega⟩)
  have h2 := hl b hab
  have h3 := hl (b + 1) (by omega)
  rw [hr] at h3
  by_cases h4 : Icc a b ⊆ T <;> by_cases h5 : a - 1 ∈ T <;> by_cases h6 : b + 1 ∈ T <;>
    simp [IsMaximalRun, hab, h2, h3, hr, h4, h5, h6]
```

Insert this into $\Delta E(S)$ and apply the alternating sum to each term:
$$\Delta E(S)=\sum_{a,b\in S}e(|[a,b]|)\big([[a,b]=S]-[[a-1,b]=S]-[[a,b+1]=S]+[[a-1,b+1]=S]\big).$$
The sum includes pairs with $a>b$, whose intervals are empty; `h0`, the condition that no sites carry no energy, removes them.

```lean
/-- The increment of the chain energy as a sum over intervals: an interval contributes only
if it, or one of its extensions by a site at either or both ends, is the whole fragment. -/
theorem increment_energy (e : ℕ → ℝ) (h0 : e 0 = 0) (S : Finset ℤ) :
    increment (energy e) S = ∑ p ∈ S ×ˢ S, e (Icc p.1 p.2).card *
      ((if Icc p.1 p.2 = S then 1 else 0) - (if Icc (p.1 - 1) p.2 = S then 1 else 0)
      - (if Icc p.1 (p.2 + 1) = S then 1 else 0)
      + (if Icc (p.1 - 1) (p.2 + 1) = S then 1 else 0)) := by
  have hE : ∀ T ∈ S.powerset, energy e T = ∑ p ∈ S ×ˢ S, e (Icc p.1 p.2).card *
      ((if Icc p.1 p.2 ⊆ T then 1 else 0) - (if Icc (p.1 - 1) p.2 ⊆ T then 1 else 0)
      - (if Icc p.1 (p.2 + 1) ⊆ T then 1 else 0)
      + (if Icc (p.1 - 1) (p.2 + 1) ⊆ T then 1 else 0)) := by
    intro T hT
    have hTS := mem_powerset.1 hT
    unfold energy
    refine Eq.trans (sum_subset (product_subset_product hTS hTS) ?_) (sum_congr rfl ?_)
    · rintro ⟨a, b⟩ _ hp
      apply if_neg
      rintro ⟨hab, hsub, _⟩
      exact hp (mem_product.2 ⟨hsub (left_mem_Icc.2 hab), hsub (right_mem_Icc.2 hab)⟩)
    · rintro ⟨a, b⟩ _
      dsimp only
      by_cases hab : a ≤ b
      · rw [← maximal_indicator T hab, mul_ite, mul_one, mul_zero]
      · have hc : (Icc a b).card = 0 := by rw [Icc_eq_empty hab, card_empty]
        rw [hc, h0, zero_mul, ite_self]
  unfold increment
  refine Eq.trans (sum_congr rfl fun T hT =>
    congrArg (fun z => (-1 : ℝ) ^ (S.card + T.card) * z) (hE T hT)) ?_
  simp only [mul_sum]
  rw [sum_comm]
  refine sum_congr rfl fun p _ => ?_
  rw [← alternating_sum (Icc p.1 p.2) S, ← alternating_sum (Icc (p.1 - 1) p.2) S,
    ← alternating_sum (Icc p.1 (p.2 + 1)) S, ← alternating_sum (Icc (p.1 - 1) (p.2 + 1)) S,
    ← sum_sub_distrib, ← sum_sub_distrib, ← sum_add_distrib, mul_sum]
  exact sum_congr rfl fun T _ => by ring
```

## Evaluating the increments

A nonempty interval fixes both its ends.

```lean
/-- A nonempty run determines its two end sites. -/
theorem icc_eq {c d x y : ℤ} (h : c ≤ d) : Icc x y = Icc c d ↔ x = c ∧ y = d := by
  constructor
  · intro hE
    have h1 : c ∈ Icc x y := by rw [hE]; exact left_mem_Icc.2 h
    have h2 : d ∈ Icc x y := by rw [hE]; exact right_mem_Icc.2 h
    rw [mem_Icc] at h1 h2
    have h3 : x ∈ Icc c d := by rw [← hE]; exact left_mem_Icc.2 (by omega)
    have h4 : y ∈ Icc c d := by rw [← hE]; exact right_mem_Icc.2 (by omega)
    rw [mem_Icc] at h3 h4
    omega
  · rintro ⟨rfl, rfl⟩
    rfl
```

For $S=[c,d]$ with $d=c+n+1$, the four terms therefore select $[c,d]$, $[c+1,d]$, $[c,d-1]$ and $[c+1,d-1]$, so
$$\Delta E(S)=e(n+2)-2e(n+1)+e(n).$$
In the code, `k1` to `k4` identify these intervals and `q` gives their lengths. At $n=0$ the last interval is empty.

```lean
/-- The increment of a run of `n + 2` sites is the second difference of the run energy. -/
theorem increment_run (e : ℕ → ℝ) (h0 : e 0 = 0) (c : ℤ) (n : ℕ) :
    increment (energy e) (run c (n + 2)) = e (n + 2) - 2 * e (n + 1) + e n := by
  have hrun : run c (n + 2) = Icc c (c + n + 1) := by
    ext z
    simp only [run, mem_Icc]
    omega
  have hcd : c ≤ c + n + 1 := by omega
  rw [increment_energy e h0, hrun]
  -- each of the four terms selects exactly one interval
  have k1 : ∀ p : ℤ × ℤ, Icc p.1 p.2 = Icc c (c + n + 1) ↔ p = (c, c + n + 1) := by
    rintro ⟨a, b⟩
    simp only [icc_eq hcd, Prod.mk.injEq]
  have k2 : ∀ p : ℤ × ℤ, Icc (p.1 - 1) p.2 = Icc c (c + n + 1) ↔ p = (c + 1, c + n + 1) := by
    rintro ⟨a, b⟩
    simp only [icc_eq hcd, Prod.mk.injEq]
    omega
  have k3 : ∀ p : ℤ × ℤ, Icc p.1 (p.2 + 1) = Icc c (c + n + 1) ↔ p = (c, c + n) := by
    rintro ⟨a, b⟩
    simp only [icc_eq hcd, Prod.mk.injEq]
    omega
  have k4 : ∀ p : ℤ × ℤ,
      Icc (p.1 - 1) (p.2 + 1) = Icc c (c + n + 1) ↔ p = (c + 1, c + n) := by
    rintro ⟨a, b⟩
    simp only [icc_eq hcd, Prod.mk.injEq]
    omega
  have m : ∀ u v : ℤ, c ≤ u → u ≤ c + n + 1 → c ≤ v → v ≤ c + n + 1 →
      (u, v) ∈ Icc c (c + n + 1) ×ˢ Icc c (c + n + 1) := fun u v h1 h2 h3 h4 =>
    mem_product.2 ⟨mem_Icc.2 ⟨h1, h2⟩, mem_Icc.2 ⟨h3, h4⟩⟩
  have q : ∀ (u v : ℤ) (k : ℕ), v + 1 - u = k → (Icc u v).card = k := by
    intro u v k h
    rw [Int.card_Icc]
    omega
  simp only [k1, k2, k3, k4, mul_add, mul_sub, sum_add_distrib, sum_sub_distrib, mul_ite,
    mul_one, mul_zero, sum_ite_eq']
  rw [if_pos (m c (c + n + 1) (by omega) (by omega) (by omega) (by omega)),
    if_pos (m (c + 1) (c + n + 1) (by omega) (by omega) (by omega) (by omega)),
    if_pos (m c (c + n) (by omega) (by omega) (by omega) (by omega)),
    if_pos (m (c + 1) (c + n) (by omega) (by omega) (by omega) (by omega)),
    q c (c + n + 1) (n + 2) (by omega), q (c + 1) (c + n + 1) (n + 1) (by omega),
    q c (c + n) (n + 1) (by omega), q (c + 1) (c + n) n (by omega)]
  ring
```

For a single site only the first term matches, giving $e(1)$.

```lean
/-- The increment of a single site is its energy `e 1`. -/
theorem increment_site (e : ℕ → ℝ) (h0 : e 0 = 0) (c : ℤ) :
    increment (energy e) {c} = e 1 := by
  have hD : ∀ x y : ℤ, Icc x y = {c} ↔ x = c ∧ y = c := by
    intro x y
    rw [← Finset.Icc_self c]
    exact icc_eq le_rfl
  rw [increment_energy e h0, singleton_product_singleton, sum_singleton]
  simp only [hD]
  simp
```

If $S$ is not a run, no interval equals it and all four terms vanish. The hypothesis `hS` also excludes the empty fragment, since that is a run of zero sites.

For a run-additive energy, the fragment list can therefore be restricted to runs. The smallest example is $E(\{0,2\})-E(\{0\})-E(\{2\})=0$. For an energy with interactions across the gap this difference can be nonzero, and the restriction is then no longer exact in general.

```lean
/-- The increment of a fragment that is neither empty nor a run vanishes
(the empty fragment is the run of zero sites). -/
theorem increment_not_run (e : ℕ → ℝ) (h0 : e 0 = 0) (S : Finset ℤ)
    (hS : ∀ c n, S ≠ run c n) : increment (energy e) S = 0 := by
  have hz : ∀ x y : ℤ, Icc x y ≠ S := by
    intro x y h
    apply hS x (y + 1 - x).toNat
    rw [← h]
    ext z
    simp only [run, mem_Icc]
    omega
  rw [increment_energy e h0]
  apply sum_eq_zero
  intro p _
  rw [if_neg (hz _ _), if_neg (hz _ _), if_neg (hz _ _), if_neg (hz _ _)]
  ring
```

## The whole chain

A run of $n+1$ sites has itself as its only maximal run, so its energy is $e(n+1)$.

```lean
/-- The energy of a run of `n + 1` sites is `e (n + 1)`. -/
theorem energy_run (e : ℕ → ℝ) (c : ℤ) (n : ℕ) : energy e (run c (n + 1)) = e (n + 1) := by
  have hmax : IsMaximalRun (run c (n + 1)) c (c + n) := by
    refine ⟨by omega, fun z hz => ?_, fun h => ?_, fun h => ?_⟩
    · rw [mem_Icc] at hz
      rw [run, mem_Icc]
      omega
    · rw [run, mem_Icc] at h
      omega
    · rw [run, mem_Icc] at h
      omega
  unfold energy
  rw [sum_eq_single (c, c + (n : ℤ))]
  · refine (if_pos hmax).trans ?_
    show e (Icc c (c + (n : ℤ))).card = e (n + 1)
    rw [Int.card_Icc]
    congr 1
    omega
  · rintro ⟨a, b⟩ _ hne
    apply if_neg
    rintro ⟨hab, hsub, ha, hb⟩
    apply hne
    have h1 := hsub (left_mem_Icc.2 hab)
    have h2 := hsub (right_mem_Icc.2 hab)
    simp only [run, mem_Icc] at h1 h2 ha hb
    rw [Prod.mk.injEq]
    omega
  · intro h
    exact absurd (mem_product.2 ⟨hmax.2.1 (left_mem_Icc.2 hmax.1),
      hmax.2.1 (right_mem_Icc.2 hmax.1)⟩) h
```

Let $D_k=e(k+2)-2e(k+1)+e(k)$. A run of $k+2$ sites fits into $N+1$ sites in $N-k$ positions, and
$$e(N+1)=(N+1)e(1)+\sum_{k=0}^{N-1}(N-k)D_k.$$
The proof is by induction. Passing from $N$ to $N+1$ adds $e(1)+\sum_{k=0}^{N}D_k$, which telescopes to $e(N+2)-e(N+1)$.

One energy per length determines all the terms. If $e(1)$ and every $D_k$ are taken from the same table of $e(n)$ with $e(0)=0$, errors in the energies of the shorter runs cancel in the full, untruncated expansion, apart from rounding; an error made separately in one $D_k$ is multiplied by $N-k$.

```lean
/-- The energy of a chain of `N + 1` sites from its increments: the site increment counts
`N + 1` times and the increment of a run of `k + 2` sites counts `N - k` times. -/
theorem chain_expansion (e : ℕ → ℝ) (h0 : e 0 = 0) (c : ℤ) (N : ℕ) :
    energy e (run c (N + 1)) = (N + 1) * increment (energy e) {c}
      + ∑ k ∈ range N, ((N : ℝ) - k) * increment (energy e) (run c (k + 2)) := by
  simp only [energy_run, increment_site e h0, increment_run e h0]
  -- the second differences telescope
  have tel : ∀ M : ℕ, ∑ k ∈ range M, (e (k + 2) - 2 * e (k + 1) + e k)
      = e (M + 1) - e M - e 1 := by
    intro M
    induction M with
    | zero => simp [h0]
    | succ M ih =>
      rw [sum_range_succ, ih, show M + 1 + 1 = M + 2 from rfl]
      ring
  induction N with
  | zero => simp
  | succ N ih =>
    have split : ∀ w : ℕ → ℝ, ∑ k ∈ range (N + 1), (((N + 1 : ℕ) : ℝ) - k) * w k
        = ∑ k ∈ range N, ((N : ℝ) - k) * w k + ∑ k ∈ range (N + 1), w k := by
      intro w
      have hA : ∑ k ∈ range N, (((N + 1 : ℕ) : ℝ) - k) * w k
          = ∑ k ∈ range N, ((N : ℝ) - k) * w k + ∑ k ∈ range N, w k := by
        rw [← sum_add_distrib]
        exact sum_congr rfl fun k _ => by push_cast; ring
      rw [sum_range_succ, sum_range_succ, hA]
      push_cast
      ring
    rw [split (fun k => e (k + 2) - 2 * e (k + 1) + e k), tel]
    push_cast
    linear_combination ih
```

If every $D_k$ vanishes, the expansion leaves $e(n)=n\,e(1)$; conversely, a linear $e$ has zero second differences. Within this run-additive model, size consistency across gaps is built in, while the increments beyond single sites measure the departure from proportionality to length within a run.

```lean
/-- The increments of all runs of two or more sites starting at `c` vanish exactly when the run
energy is proportional to the number of sites. -/
theorem increments_vanish_iff (e : ℕ → ℝ) (h0 : e 0 = 0) (c : ℤ) :
    (∀ n, increment (energy e) (run c (n + 2)) = 0) ↔ ∀ n : ℕ, e n = n * e 1 := by
  constructor
  · intro h n
    cases n with
    | zero => simp [h0]
    | succ m =>
      have key := chain_expansion e h0 c m
      rw [energy_run, increment_site e h0] at key
      simp only [h, mul_zero, sum_const_zero, add_zero] at key
      push_cast
      exact key
  · intro h n
    rw [increment_run e h0, h (n + 2), h (n + 1), h n]
    push_cast
    ring

end ChainIncrements
```

```lean
#print axioms ChainIncrements.sum_increments
#print axioms ChainIncrements.increment_energy
#print axioms ChainIncrements.increment_not_run
#print axioms ChainIncrements.increments_vanish_iff
```

```
'ChainIncrements.sum_increments' depends on axioms: [propext, Classical.choice, Quot.sound]
'ChainIncrements.increment_energy' depends on axioms: [propext, Classical.choice, Quot.sound]
'ChainIncrements.increment_not_run' depends on axioms: [propext, Classical.choice, Quot.sound]
'ChainIncrements.increments_vanish_iff' depends on axioms: [propext, Classical.choice, Quot.sound]
```
